# One-loop scaling of the pseudogap Kondo coupling: the closed solution and its Kondo scale

For a magnetic impurity in a pseudogap host with a small bath exponent $r>0$ and a small bare exchange coupling $j_0$, dimensionless and normalised as in the scaling equation below, a one-loop estimate of the energy at which strong coupling is reached is obtained by checking that $j_0>r$ and multiplying the initial bandwidth by $(1-r/j_0)^{1/r}$. This step rests on the exact solution of the one-loop scaling equation, and on the fact that for $j_0>r$ no solution continues past a finite scale.

## Solving the scaling equation

Let the density of states of the bath vanish as $|\varepsilon|^r$ at the Fermi level. When the bandwidth is reduced from $\Lambda_0$ to $\Lambda$, the logarithmic scale is $l=\ln(\Lambda_0/\Lambda)$, and the dimensionless exchange coupling $j$ obeys

$$j'=-rj+j^2,\qquad j(0)=j_0 .$$

The linear term expresses the loss of bath states near the Fermi level. The quadratic term is the one-loop Kondo contribution. Its coefficient is one when the exchange is written as $J\,\mathbf S\cdot\mathbf s$, with $\mathbf S$ the impurity spin and $\mathbf s$ the electron spin at the impurity site, and $j$ is $J$ times the bath density of states per spin at the band edge. Positive $j$ is antiferromagnetic.

As long as $j\neq0$, the inverse $u=1/j$ satisfies the linear equation $u'=ru-1$. Its solution suggests the denominator

$$D(l)=j_0+(r-j_0)e^{rl},\qquad D'=r(D-j_0),\qquad D(0)=r .$$

To show that every solution has this form, without dividing by $j$, set $w=jD-rj_0$. Then

$$w'=(-rj+j^2)D+jr(D-j_0)=j(jD-rj_0)=jw,\qquad w(0)=0 .$$

On a compact interval $[0,l]$ inside the domain of the solution, $j$ is continuous and hence bounded, $|j|\le K$. Therefore $|w'|\le K|w|$, and Grönwall's inequality gives $|w(l)|\le|w(0)|e^{Kl}=0$. Thus

$$j(l)\,D(l)=rj_0 .$$

If $r$ and $j_0$ are nonzero, the right-hand side is nonzero, so $D(l)$ cannot vanish and

$$j(l)=\frac{rj_0}{j_0+(r-j_0)e^{rl}} .$$

For $r>0$ there are three cases.

- If $j_0<r$, then $D(l)=r+(r-j_0)(e^{rl}-1)\ge r$ for $l\ge0$. The solution exists for all these $l$, and since $D\to+\infty$, it tends to zero.
- If $j_0=r$, then $D=r$ at every scale and $j$ stays at $r$.
- If $j_0>r$, then $D$ decreases from $r$ and vanishes where $e^{rl}=j_0/(j_0-r)$, that is, at
$$l_K=\frac1r\ln\frac{j_0}{j_0-r} .$$
A solution on $[0,L)$ with $L>l_K$ would give $0=rj_0$ at $l_K$, so $L\le l_K$. The formula itself is a solution up to $l_K$ and diverges to $+\infty$ there.

The fraction of the bandwidth left at $l_K$ is

$$e^{-l_K}=\left(\frac{j_0}{j_0-r}\right)^{-1/r}=\left(1-\frac r{j_0}\right)^{1/r}.$$

Within the one-loop, one-parameter equation, $j=r$ therefore separates flow to a free impurity moment from flow to strong coupling. The divergence marks the scale where the weak-coupling equation has ceased to be reliable; it does not describe the strong-coupling state. The threshold itself can be trusted only for small $r$: in the particle-hole-symmetric model with $r>1/2$, for instance, there is no flow to strong coupling at any bare coupling, although the equation predicts one for $j_0>r$.

## The equation and its solutions in Lean

```lean
import Mathlib

open Set Filter Topology

namespace PseudogapKondoScaling

noncomputable section
```

The starting point is the beta function. The scaling equation is postulated here: no Kondo Hamiltonian appears, and the link between `r` and the density of states is an interpretation of a real parameter.

```lean
/-- The one-loop beta function of the exchange coupling `j` for a bath whose density of states
vanishes with exponent `r`. -/
def betaFunction (r j : ℝ) : ℝ := -r * j + j ^ 2
```

A flow is a real function that satisfies the equation at every scale of a set `s`.

```lean
/-- The coupling `j` obeys the scaling equation `j' = -r j + j²` on the set `s` of
logarithmic scales. -/
def IsFlow (r : ℝ) (s : Set ℝ) (j : ℝ → ℝ) : Prop :=
  ∀ l ∈ s, HasDerivWithinAt j (betaFunction r (j l)) s l
```

`HasDerivWithinAt` takes the derivative within `s`. On `Ico 0 L`, which is $[0,L)$, it is the right derivative at $l=0$ and the ordinary derivative at interior points. Values of `j` outside the set are unrestricted.

The next three definitions are $D(l)$, the closed formula and $l_K$, with the bare coupling written `j0`.

```lean
/-- The denominator of the running coupling with bare value `j0`. -/
def denom (r j0 l : ℝ) : ℝ := j0 + (r - j0) * Real.exp (r * l)

/-- The running coupling with bare value `j0` at logarithmic scale `l`. -/
def coupling (r j0 l : ℝ) : ℝ := r * j0 / denom r j0 l

/-- The logarithmic Kondo scale `ln (j0 / (j0 - r)) / r`. -/
def kondoScale (r j0 : ℝ) : ℝ := Real.log (j0 / (j0 - r)) / r
```

## The product that stays constant

The first lemma is $D'=r(D-j_0)$, obtained from the chain rule for the exponential.

```lean
/-- The derivative of the denominator with respect to the logarithmic scale. -/
theorem hasDerivAt_denom (r j0 l : ℝ) :
    HasDerivAt (denom r j0) (r * (denom r j0 l - j0)) l := by
  have h1 : HasDerivAt (fun x : ℝ => r * x) r l :=
    ((hasDerivAt_id' l).const_mul r).congr_deriv (mul_one r)
  have h2 := (h1.exp.const_mul (r - j0)).const_add j0
  refine HasDerivAt.congr_deriv (f := denom r j0) h2 ?_
  unfold denom
  ring
```

The central lemma states $j(l)D(l)=rj(0)$ for every flow on $[0,L)$, with no sign condition on $r$ or $j(0)$.

```lean
/-- Along every flow the product of the coupling and the denominator keeps its
initial value `r j(0)`. -/
theorem flow_mul_denom {r L l : ℝ} {j : ℝ → ℝ} (hj : IsFlow r (Ico 0 L) j)
    (hl : l ∈ Ico 0 L) : j l * denom r (j 0) l = r * j 0 := by
  have hsub : Icc 0 l ⊆ Ico 0 L := fun x hx => ⟨hx.1, hx.2.trans_lt hl.2⟩
  have hc : ContinuousOn j (Icc 0 l) :=
    fun x hx => (hj x (hsub hx)).continuousWithinAt.mono hsub
  have hd : Continuous (denom r (j 0)) :=
    continuous_iff_continuousAt.mpr fun x => (hasDerivAt_denom r (j 0) x).continuousAt
  obtain ⟨K, hK⟩ := isCompact_Icc.exists_bound_of_continuousOn hc
  -- the deviation w from the conserved value satisfies w' = j w
  have hw : ∀ x ∈ Ico 0 l, HasDerivWithinAt (fun y => j y * denom r (j 0) y - r * j 0)
      (j x * (j x * denom r (j 0) x - r * j 0)) (Ici x) x := by
    intro x hx
    have hx' : x ∈ Ico 0 L := hsub ⟨hx.1, hx.2.le⟩
    have hn : Ico 0 L ∈ 𝓝[Ici x] x :=
      mem_nhdsWithin.mpr ⟨Iio L, isOpen_Iio, hx'.2, fun y hy => ⟨hx'.1.trans hy.2, hy.1⟩⟩
    have h1 := (hj x hx').mono_of_mem_nhdsWithin hn
    have h2 := (h1.mul (hasDerivAt_denom r (j 0) x).hasDerivWithinAt).sub_const (r * j 0)
    refine HasDerivWithinAt.congr_deriv h2 ?_
    unfold betaFunction
    ring
  have hwc : ContinuousOn (fun y => j y * denom r (j 0) y - r * j 0) (Icc 0 l) :=
    (hc.mul hd.continuousOn).sub continuousOn_const
  have h0 : ‖j 0 * denom r (j 0) 0 - r * j 0‖ ≤ 0 := by
    have h : j 0 * denom r (j 0) 0 - r * j 0 = 0 := by
      unfold denom
      rw [mul_zero, Real.exp_zero]
      ring
    rw [h, norm_zero]
  have hb : ∀ x ∈ Ico 0 l, ‖j x * (j x * denom r (j 0) x - r * j 0)‖ ≤
      K * ‖j x * denom r (j 0) x - r * j 0‖ + 0 := by
    intro x hx
    rw [norm_mul, add_zero]
    exact mul_le_mul_of_nonneg_right (hK x ⟨hx.1, hx.2.le⟩) (norm_nonneg _)
  -- Grönwall's inequality forces w to vanish
  have hz := norm_le_gronwallBound_of_norm_deriv_right_le hwc hw h0 hb l ⟨hl.1, le_rfl⟩
  rw [gronwallBound_ε0, zero_mul] at hz
  exact sub_eq_zero.mp (norm_le_zero_iff.mp hz)
```

The proof follows the argument with $w$. The bound `K` comes from continuity on the compact interval `Icc 0 l`. The statement `hw` is $w'=jw$, expressed as a right derivative because Mathlib's Grönwall inequality asks for one; the product rule supplies the derivative, and `ring` carries out the cancellation. `h0` is $w(0)=0$, and `hb` is $|w'|\le K|w|$. With zero initial deviation and no inhomogeneous term, the Grönwall bound is zero.

Division by $D$ now gives the closed formula.

```lean
/-- Every flow with nonzero bath exponent and nonzero bare coupling is given by the closed
formula, whose denominator does not vanish on the interval of the flow. -/
theorem flow_eq {r L l : ℝ} {j : ℝ → ℝ} (hr : r ≠ 0) (hj0 : j 0 ≠ 0)
    (hj : IsFlow r (Ico 0 L) j) (hl : l ∈ Ico 0 L) :
    j 0 + (r - j 0) * Real.exp (r * l) ≠ 0 ∧
      j l = r * j 0 / (j 0 + (r - j 0) * Real.exp (r * l)) := by
  have h := flow_mul_denom hj hl
  unfold denom at h
  have hne : j 0 + (r - j 0) * Real.exp (r * l) ≠ 0 := by
    intro h0
    rw [h0, mul_zero] at h
    exact mul_ne_zero hr hj0 h.symm
  exact ⟨hne, (eq_div_iff hne).mpr h⟩
```

The conclusion has two parts: the denominator is nonzero on the whole interval of the flow, and $j(l)$ equals the quotient. The hypotheses are only $r\neq0$ and $j(0)\neq0$, so negative exponents and ferromagnetic couplings are included.

## Flow to zero and the fixed point

For the limit $l\to\infty$ the flow must be defined on all of `Ici 0`, which is $[0,\infty)$.

```lean
/-- A flow on all scales `l ≥ 0` whose bare coupling lies below `r > 0` tends to zero. -/
theorem flow_tendsto_zero {r : ℝ} {j : ℝ → ℝ} (hr : 0 < r) (hlt : j 0 < r)
    (hj : IsFlow r (Ici 0) j) : Tendsto j atTop (𝓝 0) := by
  have hD : Tendsto (denom r (j 0)) atTop atTop :=
    tendsto_atTop_add_const_left _ (j 0)
      ((Real.tendsto_exp_atTop.comp (tendsto_id.const_mul_atTop hr)).const_mul_atTop
        (sub_pos.2 hlt))
  refine (hD.const_div_atTop (r * j 0)).congr' ?_
  filter_upwards [hD.eventually_gt_atTop 0, eventually_ge_atTop 0] with l hp hl
  have hj' : IsFlow r (Ico 0 (l + 1)) j :=
    fun x hx => (hj x hx.1).mono fun y hy => hy.1
  have h := flow_mul_denom hj' ⟨hl, by linarith⟩
  exact ((eq_div_iff hp.ne').mpr h).symm
```

`hD` says that $D\to+\infty$, so $rj(0)/D\to0$. For all sufficiently large $l$ the denominator is positive, and the constant product, applied on $[0,l+1)$, identifies this quotient with $j(l)$. The only condition on the initial coupling is $j(0)<r$, so the theorem also covers zero and negative initial couplings.

At $j(0)=r$ the exponential term drops out of $D$, and cancelling $r$ from $j(l)\,r=r\,r$ gives the constant solution.

```lean
/-- A flow that starts at the coupling `r ≠ 0` stays there. -/
theorem flow_const {r L l : ℝ} {j : ℝ → ℝ} (hr : r ≠ 0) (h0 : j 0 = r)
    (hj : IsFlow r (Ico 0 L) j) (hl : l ∈ Ico 0 L) : j l = r := by
  have h := flow_mul_denom hj hl
  rw [h0] at h
  unfold denom at h
  rw [sub_self, zero_mul, add_zero] at h
  exact mul_right_cancel₀ hr h
```

## Existence up to the Kondo scale

The results so far describe a flow that is given. The following ones show that the closed formula is such a flow, beginning with its initial value.

```lean
/-- The running coupling starts at its bare value. -/
theorem coupling_zero {r : ℝ} (hr : r ≠ 0) (j0 : ℝ) : coupling r j0 0 = j0 := by
  have h : denom r j0 0 = r := by
    unfold denom
    rw [mul_zero, Real.exp_zero]
    ring
  rw [coupling, h]
  field_simp
```

Differentiating the quotient shows that it satisfies the scaling equation wherever $D\neq0$.

```lean
/-- The running coupling solves the scaling equation wherever its denominator is nonzero. -/
theorem hasDerivAt_coupling {r j0 l : ℝ} (h : denom r j0 l ≠ 0) :
    HasDerivAt (coupling r j0) (betaFunction r (coupling r j0 l)) l := by
  have h1 := (hasDerivAt_const l (r * j0)).fun_div (hasDerivAt_denom r j0 l) h
  refine HasDerivAt.congr_deriv (f := coupling r j0) h1 ?_
  unfold betaFunction coupling
  field_simp
  ring
```

For $j_0\le r$ it remains to show that $D>0$ at all $l\ge0$. The proof uses $e^{rl}\ge1$ and the rearrangement $D=r+(r-j_0)(e^{rl}-1)$.

```lean
/-- For a bare coupling at or below `r > 0` the running coupling is a flow on all
scales `l ≥ 0`. -/
theorem coupling_isFlow {r j0 : ℝ} (hr : 0 < r) (hle : j0 ≤ r) :
    IsFlow r (Ici 0) (coupling r j0) := by
  intro l hl
  have he : 1 ≤ Real.exp (r * l) := Real.one_le_exp (mul_nonneg hr.le hl)
  have hp : 0 < denom r j0 l := by
    unfold denom
    nlinarith [mul_nonneg (sub_nonneg.2 hle) (sub_nonneg.2 he)]
  exact (hasDerivAt_coupling hp.ne').hasDerivWithinAt
```

For $j_0>r$ one theorem collects three statements: every flow on $[0,L)$ that starts at $j_0$ has $L\le l_K$; the closed formula is a flow on $[0,l_K)$; and it tends to $+\infty$ as $l$ approaches $l_K$ from below. The bound on $L$ is therefore attained.

```lean
/-- For a bare coupling above `r > 0` no flow extends beyond the logarithmic Kondo scale; the
running coupling is a flow up to that scale and diverges to `+∞` there. -/
theorem strong_coupling {r j0 : ℝ} (hr : 0 < r) (hlt : r < j0) :
    (∀ (L : ℝ) (j : ℝ → ℝ), IsFlow r (Ico 0 L) j → j 0 = j0 → L ≤ kondoScale r j0) ∧
      IsFlow r (Ico 0 (kondoScale r j0)) (coupling r j0) ∧
      Tendsto (coupling r j0) (𝓝[<] (kondoScale r j0)) atTop := by
  have hj0 : 0 < j0 := hr.trans hlt
  have hs : 0 < j0 - r := sub_pos.2 hlt
  -- the denominator vanishes at the Kondo scale and is positive before it
  have hzero : denom r j0 (kondoScale r j0) = 0 := by
    have h1 : r * kondoScale r j0 = Real.log (j0 / (j0 - r)) := by
      unfold kondoScale
      exact mul_div_cancel₀ _ hr.ne'
    have h2 : j0 / (j0 - r) * (j0 - r) = j0 := div_mul_cancel₀ _ hs.ne'
    unfold denom
    rw [h1, Real.exp_log (div_pos hj0 hs)]
    linear_combination -h2
  have hpos : ∀ l, l < kondoScale r j0 → 0 < denom r j0 l := by
    intro l hl
    have he : Real.exp (r * l) < Real.exp (r * kondoScale r j0) :=
      Real.exp_lt_exp.2 (mul_lt_mul_of_pos_left hl hr)
    unfold denom at hzero ⊢
    nlinarith [mul_pos hs (sub_pos.2 he)]
  refine ⟨?_, fun l hl => (hasDerivAt_coupling (hpos l hl.2).ne').hasDerivWithinAt, ?_⟩
  · intro L j hj h0
    by_contra hL
    have hk : 0 ≤ kondoScale r j0 :=
      div_nonneg (Real.log_nonneg ((one_le_div hs).2 (by linarith))) hr.le
    have h := flow_mul_denom hj ⟨hk, lt_of_not_ge hL⟩
    rw [h0, hzero, mul_zero] at h
    exact (mul_pos hr hj0).ne h
  · have ht := (hasDerivAt_denom r j0 (kondoScale r j0)).continuousAt.tendsto
    rw [hzero] at ht
    have hg : Tendsto (denom r j0) (𝓝[<] (kondoScale r j0)) (𝓝[>] 0) := by
      refine tendsto_nhdsWithin_iff.mpr ⟨ht.mono_left nhdsWithin_le_nhds, ?_⟩
      filter_upwards [self_mem_nhdsWithin] with l hl
      exact hpos l hl
    refine ((tendsto_inv_nhdsGT_zero.comp hg).const_mul_atTop (mul_pos hr hj0)).congr ?_
    intro l
    simp only [coupling, div_eq_mul_inv, Function.comp_apply]
```

`hzero` evaluates $D(l_K)=0$, and `hpos` derives $D>0$ below $l_K$ from the monotonicity of the exponential. For the first statement, a flow with $L>l_K$ would contain $l_K$ in its interval, and the constant product would read $0=rj_0$, although $rj_0>0$. For the divergence, $D$ tends to zero through positive values, so its inverse tends to $+\infty$, and multiplication by $rj_0>0$ preserves this. The limit is taken from the left (`𝓝[<]`), so the value Lean assigns to the quotient at $l_K$ itself plays no part.

The last theorem converts the logarithmic scale into a fraction of the initial bandwidth.

```lean
/-- The fraction `exp (-l)` of the initial bandwidth left at the logarithmic Kondo scale is
`(1 - r / j0) ^ (1 / r)`. -/
theorem kondo_bandwidth {r j0 : ℝ} (hr : 0 < r) (hlt : r < j0) :
    Real.exp (-kondoScale r j0) = (1 - r / j0) ^ (1 / r) := by
  have hj0 : 0 < j0 := hr.trans hlt
  have hq : 1 - r / j0 = (j0 / (j0 - r))⁻¹ := by
    rw [inv_div, sub_div, div_self hj0.ne']
  rw [hq, Real.rpow_def_of_pos (inv_pos.2 (div_pos hj0 (sub_pos.2 hlt))), Real.log_inv,
    kondoScale]
  congr 1
  ring

end

end PseudogapKondoScaling
```

The proof writes $1-r/j_0$ as the inverse of $j_0/(j_0-r)$ and expands the real power of this positive number as an exponential of a logarithm. Multiplying the fraction by $\Lambda_0$ gives the one-loop estimate of the Kondo energy; the equation does not fix the prefactor of the physical Kondo temperature. Higher-order terms also shift the critical coupling away from $r$, so close to the threshold the estimate can be wrong by much more than an order-one factor.

```lean
#print axioms PseudogapKondoScaling.coupling_zero
#print axioms PseudogapKondoScaling.coupling_isFlow
#print axioms PseudogapKondoScaling.strong_coupling
#print axioms PseudogapKondoScaling.kondo_bandwidth
```

```
'PseudogapKondoScaling.coupling_zero' depends on axioms: [propext, Classical.choice, Quot.sound]
'PseudogapKondoScaling.coupling_isFlow' depends on axioms: [propext, Classical.choice, Quot.sound]
'PseudogapKondoScaling.strong_coupling' depends on axioms: [propext, Classical.choice, Quot.sound]
'PseudogapKondoScaling.kondo_bandwidth' depends on axioms: [propext, Classical.choice, Quot.sound]
```
